# Schmidt decomposition of a finite bipartite pure state, with weights given by the nonzero spectra of both reduced density matrices

In a product basis, a pure state of two subsystems is a double sum over product states. A Schmidt form turns it into a single sum of product states, built from one orthonormal family in each subsystem, with positive coefficients. The squares of these coefficients, called the weights, are the nonzero eigenvalues of both reduced density matrices. The entanglement entropy computed from one side therefore agrees with that computed from the other. The theorems below prove that such a form exists, and that its weights have this property, for finite-dimensional subsystems.

```lean
import Mathlib

open Matrix

namespace SchmidtDecomposition

noncomputable section

variable {α β : Type*} [Fintype α] [Fintype β]

/-- A family of complex vectors is orthonormal: the overlap of the `i`-th and `j`-th members
is `1` if `i = j` and `0` otherwise. -/
def IsOrthonormal {ι κ : Type*} [DecidableEq ι] [Fintype κ] (u : ι → κ → ℂ) : Prop :=
  ∀ i j, star (u i) ⬝ᵥ u j = if i = j then 1 else 0

/-- The reduced density matrix of the first subsystem: the second index is traced out. -/
def reducedA (ψ : Matrix α β ℂ) : Matrix α α ℂ :=
  Matrix.of fun a a' => ∑ b, ψ a b * star (ψ a' b)

/-- The reduced density matrix of the second subsystem: the first index is traced out. -/
def reducedB (ψ : Matrix α β ℂ) : Matrix β β ℂ :=
  Matrix.of fun b b' => ∑ a, ψ a b * star (ψ a b')

/-- The nonzero eigenvalues of a matrix, listed with their algebraic multiplicity. -/
def nonzeroSpectrum [DecidableEq α] (M : Matrix α α ℂ) : Multiset ℂ :=
  M.charpoly.roots.filter (fun z => z ≠ 0)

/-- A Schmidt form of the amplitudes `ψ`: positive weights `p` and orthonormal families
`u`, `v` with `ψ a b = ∑ i, √(p i) * u i a * v i b`. -/
structure IsSchmidt {r : ℕ} (ψ : Matrix α β ℂ) (p : Fin r → ℝ)
    (u : Fin r → α → ℂ) (v : Fin r → β → ℂ) : Prop where
  pos : ∀ i, 0 < p i
  left : IsOrthonormal u
  right : IsOrthonormal v
  expand : ∀ a b, ψ a b = ∑ i, ((√(p i) : ℝ) : ℂ) * u i a * v i b

/-- A Hermitian matrix has an orthonormal family of eigenvectors with real eigenvalues,
indexed by the same set as its rows. -/
theorem exists_eigenframe [DecidableEq α] (A : Matrix α α ℂ) (hA : A.IsHermitian) :
    ∃ (lam : α → ℝ) (x : α → α → ℂ), IsOrthonormal x ∧
      ∀ k, A *ᵥ x k = (lam k : ℂ) • x k := by
  refine ⟨hA.eigenvalues, fun k => (hA.eigenvectorBasis k).ofLp, fun i j => ?_, fun k => ?_⟩
  · have h := orthonormal_iff_ite.1 hA.eigenvectorBasis.orthonormal i j
    rw [EuclideanSpace.inner_eq_star_dotProduct, dotProduct_comm] at h
    exact h
  · refine (hA.mulVec_eigenvectorBasis k).trans ?_
    ext a
    simp

/-- Resolution of the identity: an orthonormal family with as many members as the dimension
is complete. -/
theorem completeness [DecidableEq α] {x : α → α → ℂ} (hx : IsOrthonormal x) (a a' : α) :
    ∑ k, x k a * star (x k a') = if a = a' then 1 else 0 := by
  let X : Matrix α α ℂ := Matrix.of fun a k => x k a
  have h : Xᴴ * X = 1 := by
    ext i j
    rw [Matrix.one_apply]
    exact hx i j
  have h' : (X * Xᴴ) a a' = (1 : Matrix α α ℂ) a a' := by rw [mul_eq_one_comm.1 h]
  rw [Matrix.one_apply] at h'
  exact h'

/-- Every complex matrix of amplitudes, normalised or not, has a Schmidt form. -/
theorem exists_isSchmidt [DecidableEq α] (ψ : Matrix α β ℂ) :
    ∃ (r : ℕ) (p : Fin r → ℝ) (u : Fin r → α → ℂ) (v : Fin r → β → ℂ),
      IsSchmidt ψ p u v := by
  obtain ⟨lam, x, hx, hlam⟩ :=
    exists_eigenframe (ψ * ψᴴ) (Matrix.isHermitian_mul_conjTranspose_self ψ)
  -- the relative states of the second subsystem, not yet normalised
  let w : α → β → ℂ := fun k => star (x k) ᵥ* ψ
  have hw : ∀ k l, star (w k) ⬝ᵥ w l = (lam k : ℂ) * if l = k then 1 else 0 := by
    intro k l
    have h1 : star (w k) = ψᴴ *ᵥ x k := by
      simp only [w, Matrix.star_vecMul, star_star]
    rw [h1, dotProduct_comm, ← Matrix.dotProduct_mulVec, Matrix.mulVec_mulVec, hlam,
      dotProduct_smul, hx l k, smul_eq_mul]
  -- a relative state with a nonzero component belongs to a positive eigenvalue
  have hzero : ∀ k b, w k b ≠ 0 → 0 < lam k := by
    intro k b hb
    have hn : lam k = ∑ b, Complex.normSq (w k b) := by
      have h := hw k k
      rw [if_pos rfl, mul_one] at h
      apply Complex.ofReal_injective
      rw [← h, Complex.ofReal_sum]
      refine Finset.sum_congr rfl fun b _ => ?_
      rw [Complex.normSq_eq_conj_mul_self]
      rfl
    rw [hn]
    exact Finset.sum_pos' (fun b _ => Complex.normSq_nonneg _)
      ⟨b, Finset.mem_univ b, Complex.normSq_pos.2 hb⟩
  let e := (Fintype.equivFin {k // 0 < lam k}).symm
  have hij : ∀ i j, ((e i : α) = (e j : α)) ↔ i = j := fun i j =>
    Subtype.val_injective.eq_iff.trans e.injective.eq_iff
  obtain ⟨s, hs⟩ : ∃ s : α → ℂ, ∀ k, s k = ((√(lam k) : ℝ) : ℂ) := ⟨_, fun _ => rfl⟩
  have hs0 : ∀ i, s (e i) ≠ 0 := fun i => by
    rw [hs]
    exact Complex.ofReal_ne_zero.2 (Real.sqrt_pos.2 (e i).2).ne'
  refine ⟨_, fun i => lam (e i), fun i => x (e i), fun i => (s (e i))⁻¹ • w (e i),
    fun i => (e i).2, fun i j => ?_, fun i j => ?_, fun a b => ?_⟩
  · refine (hx (e i) (e j)).trans ?_
    simp only [hij]
  · have hstar : star (s (e i)) = s (e i) := by
      rw [hs]
      exact Complex.conj_ofReal _
    have hsq : s (e i) * s (e i) = (lam (e i) : ℂ) := by
      rw [hs, ← Complex.ofReal_mul, Real.mul_self_sqrt (e i).2.le]
    rw [star_smul, smul_dotProduct, dotProduct_smul, hw, star_inv₀, hstar, smul_eq_mul,
      smul_eq_mul, ← hsq]
    simp only [hij]
    by_cases h : i = j
    · subst h
      have h0 := hs0 i
      rw [if_pos rfl]
      field_simp
    · simp [h, Ne.symm h]
  · symm
    calc ∑ i, ((√(lam (e i)) : ℝ) : ℂ) * x (e i) a * ((s (e i))⁻¹ * w (e i) b)
        = ∑ i, x (e i) a * w (e i) b := by
          refine Finset.sum_congr rfl fun i _ => ?_
          rw [← hs]
          linear_combination (x (e i) a * w (e i) b) * mul_inv_cancel₀ (hs0 i)
      _ = ∑ k : {k // 0 < lam k}, x k a * w k b :=
          Equiv.sum_comp e (fun k : {k // 0 < lam k} => x k a * w k b)
      _ = ∑ k ∈ Finset.univ.filter (fun k => 0 < lam k), x k a * w k b :=
          (Finset.sum_subtype _ (by simp) (fun k => x k a * w k b)).symm
      _ = ∑ k, x k a * w k b :=
          Finset.sum_filter_of_ne fun k _ h => hzero k b (right_ne_zero_of_mul h)
      _ = ∑ a', (∑ k, x k a * star (x k a')) * ψ a' b := by
          simp only [w, Matrix.vecMul, dotProduct, Pi.star_apply, Finset.mul_sum,
            Finset.sum_mul]
          rw [Finset.sum_comm]
          simp only [mul_assoc]
      _ = ψ a b := by
          simp only [completeness hx, ite_mul, one_mul, zero_mul, Finset.sum_ite_eq,
            Finset.mem_univ, if_true]

variable {r : ℕ} {ψ : Matrix α β ℂ} {p : Fin r → ℝ} {u : Fin r → α → ℂ} {v : Fin r → β → ℂ}

/-- Exchanging the two subsystems turns a Schmidt form into a Schmidt form with the same
weights. -/
theorem IsSchmidt.swap (h : IsSchmidt ψ p u v) : IsSchmidt ψᵀ p v u := by
  refine ⟨h.pos, h.right, h.left, fun b a => ?_⟩
  rw [Matrix.transpose_apply, h.expand]
  exact Finset.sum_congr rfl fun i _ => by ring

/-- Given a Schmidt form, the reduced density matrix of the first subsystem is the sum of the
projectors on the vectors `u i`, each multiplied by its weight `p i`. -/
theorem IsSchmidt.reducedA_apply (h : IsSchmidt ψ p u v) (a a' : α) :
    reducedA ψ a a' = ∑ i, (p i : ℂ) * u i a * star (u i a') := by
  calc reducedA ψ a a' = ∑ b, ψ a b * star (ψ a' b) := rfl
    _ = ∑ b, ∑ i, ∑ j, (((√(p i) : ℝ) : ℂ) * u i a * star (u j a') * ((√(p j) : ℝ) : ℂ)) *
          (star (v j b) * v i b) := by
        refine Finset.sum_congr rfl fun b _ => ?_
        rw [h.expand, h.expand, star_sum, Finset.sum_mul_sum]
        refine Finset.sum_congr rfl fun i _ => Finset.sum_congr rfl fun j _ => ?_
        simp only [star_mul', Complex.star_def, Complex.conj_ofReal]
        ring
    _ = ∑ i, ∑ j, (((√(p i) : ℝ) : ℂ) * u i a * star (u j a') * ((√(p j) : ℝ) : ℂ)) *
          (star (v j) ⬝ᵥ v i) := by
        rw [Finset.sum_comm]
        refine Finset.sum_congr rfl fun i _ => ?_
        rw [Finset.sum_comm]
        refine Finset.sum_congr rfl fun j _ => ?_
        simp only [dotProduct, Pi.star_apply, Finset.mul_sum]
    _ = ∑ i, (p i : ℂ) * u i a * star (u i a') := by
        refine Finset.sum_congr rfl fun i _ => ?_
        have hv : ∀ j, star (v j) ⬝ᵥ v i = if j = i then 1 else 0 := fun j => h.right j i
        have hs : ((√(p i) : ℝ) : ℂ) * ((√(p i) : ℝ) : ℂ) = (p i : ℂ) := by
          rw [← Complex.ofReal_mul, Real.mul_self_sqrt (h.pos i).le]
        simp only [hv, mul_ite, mul_one, mul_zero, Finset.sum_ite_eq', Finset.mem_univ, if_true]
        linear_combination (u i a * star (u i a')) * hs

open Polynomial in
/-- The weights of any Schmidt form are the nonzero eigenvalues, with multiplicity, of the
reduced density matrix of the first subsystem. -/
theorem IsSchmidt.nonzeroSpectrum_reducedA [DecidableEq α] (h : IsSchmidt ψ p u v) :
    nonzeroSpectrum (reducedA ψ) = Finset.univ.val.map (fun i => (p i : ℂ)) := by
  let A : Matrix α (Fin r) ℂ := Matrix.of fun a i => (p i : ℂ) * u i a
  let B : Matrix (Fin r) α ℂ := Matrix.of fun i a => star (u i a)
  have hAB : A * B = reducedA ψ := by
    ext a a'
    rw [h.reducedA_apply, Matrix.mul_apply]
    rfl
  have hBA : ∀ i j, (B * A) i j = if i = j then (p i : ℂ) else 0 := by
    intro i j
    have h1 : (B * A) i j = (p j : ℂ) * (star (u i) ⬝ᵥ u j) := by
      simp only [A, B, Matrix.mul_apply, Matrix.of_apply, dotProduct, Pi.star_apply,
        Finset.mul_sum]
      exact Finset.sum_congr rfl fun a _ => by ring
    rw [h1, h.left i j]
    by_cases hij : i = j
    · subst hij
      simp
    · simp [hij]
  have hD : (B * A).charpoly.roots = Finset.univ.val.map (fun i => (p i : ℂ)) := by
    have h1 : (B * A).charmatrix = Matrix.diagonal fun i => X - C (p i : ℂ) := by
      ext i j : 2
      rw [Matrix.charmatrix_apply, hBA]
      by_cases hij : i = j
      · subst hij
        simp
      · simp [hij]
    have h2 : ∏ i, (X - C (p i : ℂ)) =
        ((Finset.univ.val.map (fun i => (p i : ℂ))).map fun z => X - C z).prod := by
      rw [Multiset.map_map]
      rfl
    rw [Matrix.charpoly, h1, Matrix.det_diagonal, h2, roots_multiset_prod_X_sub_C]
  -- powers of `X` contribute only zero eigenvalues
  have hm : ∀ (k : ℕ) (q : ℂ[X]), q.Monic →
      (X ^ k * q).roots.filter (fun z => z ≠ 0) = q.roots.filter (fun z => z ≠ 0) := by
    intro k q hq
    induction k with
    | zero => simp
    | succ k ih =>
      rw [pow_succ', mul_assoc, roots_mul (mul_ne_zero X_ne_zero
        ((monic_X_pow k).mul hq).ne_zero), roots_X, Multiset.filter_add, ih]
      simp
  -- exchanging the factors changes the characteristic polynomial only by powers of `X`
  have hr := congrArg (fun q => q.roots.filter (fun z => z ≠ 0))
    (Matrix.charpoly_mul_comm' A B)
  rw [hm _ _ (A * B).charpoly_monic, hm _ _ (B * A).charpoly_monic, hD, hAB] at hr
  refine hr.trans (Multiset.filter_eq_self.2 fun z hmem => ?_)
  obtain ⟨i, _, rfl⟩ := Multiset.mem_map.1 hmem
  exact Complex.ofReal_ne_zero.2 (h.pos i).ne'

/-- **Schmidt decomposition.** Normalised amplitudes `ψ` have a Schmidt form whose positive
weights sum to one and are the nonzero eigenvalues, with multiplicity, of both reduced
density matrices. -/
theorem schmidt_decomposition [DecidableEq α] [DecidableEq β] (ψ : Matrix α β ℂ)
    (hψ : (ψ * ψᴴ).trace = 1) :
    ∃ (r : ℕ) (p : Fin r → ℝ) (u : Fin r → α → ℂ) (v : Fin r → β → ℂ),
      IsSchmidt ψ p u v ∧ ∑ i, p i = 1 ∧
      nonzeroSpectrum (reducedA ψ) = Finset.univ.val.map (fun i => (p i : ℂ)) ∧
      nonzeroSpectrum (reducedB ψ) = Finset.univ.val.map (fun i => (p i : ℂ)) := by
  obtain ⟨r, p, u, v, h⟩ := exists_isSchmidt ψ
  refine ⟨r, p, u, v, h, ?_, h.nonzeroSpectrum_reducedA, h.swap.nonzeroSpectrum_reducedA⟩
  -- the weights add up to the trace of the reduced density matrix
  have ht : (reducedA ψ).trace = ∑ i, (p i : ℂ) := by
    simp only [Matrix.trace, Matrix.diag_apply, h.reducedA_apply]
    rw [Finset.sum_comm]
    refine Finset.sum_congr rfl fun i _ => ?_
    have hu : ∑ a, star (u i a) * u i a = 1 := (h.left i i).trans (if_pos rfl)
    calc ∑ a, (p i : ℂ) * u i a * star (u i a) = (p i : ℂ) * ∑ a, star (u i a) * u i a := by
          rw [Finset.mul_sum]
          exact Finset.sum_congr rfl fun a _ => by ring
      _ = (p i : ℂ) := by rw [hu, mul_one]
  apply Complex.ofReal_injective
  rw [Complex.ofReal_sum, Complex.ofReal_one, ← ht]
  exact hψ

/-- Two Schmidt forms of the same amplitudes have the same weights up to order. -/
theorem IsSchmidt.weights_unique [DecidableEq α] {s : ℕ} {q : Fin s → ℝ}
    {u' : Fin s → α → ℂ} {v' : Fin s → β → ℂ} (h : IsSchmidt ψ p u v)
    (h' : IsSchmidt ψ q u' v') : Finset.univ.val.map p = Finset.univ.val.map q := by
  apply Multiset.map_injective Complex.ofReal_injective
  rw [Multiset.map_map, Multiset.map_map]
  exact h.nonzeroSpectrum_reducedA.symm.trans h'.nonzeroSpectrum_reducedA

end

end SchmidtDecomposition
```

```lean
#print axioms SchmidtDecomposition.schmidt_decomposition
#print axioms SchmidtDecomposition.IsSchmidt.weights_unique
```

```
'SchmidtDecomposition.schmidt_decomposition' depends on axioms: [propext, Classical.choice, Quot.sound]
'SchmidtDecomposition.IsSchmidt.weights_unique' depends on axioms: [propext, Classical.choice, Quot.sound]
```

## Amplitudes, partial traces and weights

The state is \(|\psi\rangle=\sum_{a,b}\psi_{ab}\,|a\rangle|b\rangle\), where \(a\) and \(b\) label orthonormal bases of the two subsystems. In Lean the labels come from arbitrary finite types `α` and `β`, and the amplitudes form a matrix `ψ`. The hypothesis `hψ` is \(\operatorname{tr}(\psi\psi^\dagger)=\sum_{a,b}|\psi_{ab}|^2=1\), the normalisation of the state.

The definitions `reducedA` and `reducedB` are the two partial traces:
\[
\rho^{(1)}_{aa'}=\sum_b\psi_{ab}\psi_{a'b}^*,\qquad
\rho^{(2)}_{bb'}=\sum_a\psi_{ab}\psi_{ab'}^*.
\]
Thus \(\rho^{(1)}=\psi\psi^\dagger\), while \(\rho^{(2)}\) is the transpose of \(\psi^\dagger\psi\).

The theorem `schmidt_decomposition` says that there are a number \(r\), weights \(p_i>0\) with \(\sum_i p_i=1\), and orthonormal families \(u_i\), \(v_i\), with \(i=0,\dots,r-1\), such that
\[
\psi_{ab}=\sum_{i<r}\sqrt{p_i}\,u_i(a)\,v_i(b).
\]
The structure `IsSchmidt` collects positivity, orthonormality and this expansion. No complex conjugate stands on \(v_i\), so these vectors are the conjugates of the right singular vectors in the convention \(\psi=U\Sigma V^\dagger\).

The theorem also identifies the weights with the nonzero eigenvalues of \(\rho^{(1)}\) and of \(\rho^{(2)}\). Here `nonzeroSpectrum` is the multiset of nonzero roots of the characteristic polynomial, in which a degenerate eigenvalue appears as often as its multiplicity. By `IsSchmidt.weights_unique`, two Schmidt forms of the same \(\psi\) have the same weights up to order. The vectors are not claimed to be unique, and mixed states, infinite dimension and more than two subsystems are not treated.

For a pure state of two finite-dimensional subsystems, the entanglement entropy \(-\sum_i p_i\ln p_i\) is therefore the same from either side, and the \(p_i\) are the numbers by which the basic density-matrix renormalisation scheme, with a single pure target state, ranks the block states to keep. The file itself defines no entropy.

## Relative states build the expansion

Since \(\psi\psi^\dagger\) is Hermitian, it has orthonormal eigenvectors \(x_k\) with real eigenvalues \(\lambda_k\), one for each row label \(k\); this is `exists_eigenframe`. Project the first subsystem onto \(x_k\) to obtain the relative state of the second:
\[
w_k(b)=\sum_a x_k(a)^*\psi_{ab}.
\]
The overlaps of these states, `hw` in the proof of `exists_isSchmidt`, are
\[
\sum_b w_k(b)^*w_l(b)
=\sum_{a,a'}x_l(a')^*(\psi\psi^\dagger)_{a'a}x_k(a)
=\lambda_k\delta_{lk}.
\]
Setting \(l=k\) gives \(\lambda_k=\sum_b|w_k(b)|^2\ge 0\), so \(w_k\) vanishes when \(\lambda_k=0\). The step `hzero` states this in the form that is used: if some component of \(w_k\) is nonzero, then \(\lambda_k>0\).

The eigenvectors are also complete. If \(X\) is the square matrix with columns \(x_k\), then \(X^\dagger X=1\) implies \(XX^\dagger=1\), which is how `completeness` proves \(\sum_k x_k(a)x_k(a')^*=\delta_{aa'}\). Hence
\[
\sum_k x_k(a)w_k(b)=\sum_{a'}\Big(\sum_k x_k(a)x_k(a')^*\Big)\psi_{a'b}=\psi_{ab}.
\]
Only terms with \(\lambda_k>0\) contribute. The bijection `e` numbers these labels as \(k_0,\dots,k_{r-1}\), and we set
\[
p_i=\lambda_{k_i},\qquad u_i=x_{k_i},\qquad v_i=w_{k_i}/\sqrt{\lambda_{k_i}}.
\]
The overlap formula makes the \(v_i\) orthonormal, and the sum becomes the Schmidt expansion. The closing `calc` block runs through these equalities from the Schmidt sum to \(\psi_{ab}\). Normalisation has not been used; for \(\psi=0\) the expansion is the empty sum, with \(r=0\).

## The weights as eigenvalues on both sides

Insert any Schmidt form into the partial trace, as `IsSchmidt.reducedA_apply` does:
\[
\rho^{(1)}_{aa'}=\sum_{i,j}\sqrt{p_ip_j}\,u_i(a)u_j(a')^*\sum_b v_j(b)^*v_i(b)
=\sum_i p_i\,u_i(a)u_i(a')^*.
\]
Orthonormality of the \(v_i\) removes the cross terms. Taking the trace and using \(\sum_a|u_i(a)|^2=1\) gives \(\sum_i p_i=\operatorname{tr}\rho^{(1)}\), which is 1 when \(\psi\) is normalised.

To read off the spectrum with its multiplicities, factor the reduced matrix as \(\rho^{(1)}=AB\), with
\[
A_{ai}=p_i\,u_i(a),\qquad B_{ia}=u_i(a)^*.
\]
In the opposite order, \((BA)_{ij}=p_j\sum_a u_i(a)^*u_j(a)=p_i\delta_{ij}\). With \(X\) from here on the polynomial variable, no longer the matrix of eigenvectors, the characteristic polynomial of \(BA\) is therefore \(\prod_i(X-p_i)\), and its roots are exactly the weights. The exchange of factors described below carries them over to \(\rho^{(1)}\), which proves `IsSchmidt.nonzeroSpectrum_reducedA`.

For the second subsystem, `IsSchmidt.swap` transposes \(\psi\) and exchanges \(u\) with \(v\), leaving the weights unchanged. Since \(\rho^{(2)}\) is the first reduced matrix of \(\psi^{\mathsf T}\), the same lemma applies. Uniqueness of the weights follows because any two Schmidt forms of \(\psi\) must reproduce the same spectrum of \(\rho^{(1)}\).

## Exchanging rectangular factors with `Matrix.charpoly_mul_comm'`

The spectral step turns on this Mathlib theorem. With \(m\) the number of row labels and \(\chi_M\) the characteristic polynomial of \(M\), it gives
\[
X^r\chi_{AB}(X)=X^m\chi_{BA}(X).
\]
To derive it by hand, take \(X\ne0\) and evaluate one block determinant in two ways:
\[
\det\begin{pmatrix}X I_m&A\\B&I_r\end{pmatrix}
=\det(XI_m-AB)
=X^m\det(I_r-X^{-1}BA)
=X^{m-r}\det(XI_r-BA).
\]
Multiplication by \(X^r\) gives an identity between polynomials. Powers of \(X\) contribute only the root zero, which `hm` shows by induction on the exponent, so filtering out zero leaves equal multisets. Checking that each \(u_i\) is an eigenvector would show that each \(p_i\) occurs, but would leave the multiplicities still to be counted.

## Weights that are not eigenvalues

Suppose the \(v_i\) are normalised but not orthogonal. Take two-dimensional subsystems, \(p_0=p_1=\tfrac12\), \(u_0=(1,0)\), \(u_1=(0,1)\) and \(v_0=v_1=(1,0)\). Then
\[
\psi=\frac1{\sqrt2}\begin{pmatrix}1&0\\1&0\end{pmatrix},\qquad
\rho^{(1)}=\frac12\begin{pmatrix}1&1\\1&1\end{pmatrix}.
\]
The state is normalised and the weights sum to one, but the only nonzero eigenvalue of \(\rho^{(1)}\) is 1. This is a product state, which the weights \(\tfrac12,\tfrac12\) would misreport as maximally entangled.
